# Debye screening on a uniform one-dimensional grid: exponential decay at a rate below κ

A charged planar electrode in a dilute electrolyte attracts counter-ions and repels co-ions, and the resulting ionic charge screens its potential over a distance called the Debye length. If the potential φ, measured from its value in the bulk electrolyte, is small compared with the thermal voltage, it obeys the linearised Poisson–Boltzmann, or Debye–Hückel, equation

φ″ = κ²φ,

where κ is the inverse Debye length, set by the ion concentrations and charges, the temperature and the permittivity. Far from the electrode φ must stay finite, so it falls off as exp(−κx) with the distance x. A finite-difference solver on a uniform grid computes the potential only at points a distance h apart. Does the computed potential still decay as a pure exponential, and with what screening length?

## The decay law and its rate

Write u(n) for the grid potential at x = nh, n = 0, 1, 2, …, with u(0) the value at the electrode. Replacing φ″ by the central second difference gives, for every n ≥ 0,

(u(n+2) − 2u(n+1) + u(n)) / h² = κ²u(n+1).

For κ > 0 and h > 0, the bounded solutions are exactly the sequences

u(n) = u(0) exp(−knh), with k = (2/h) arsinh(κh/2).

The letter k denotes a real decay rate here, not a wavenumber. It satisfies

0 < k < κ and κ − k ≤ κ³h²/24,

so k → κ as h → 0 from above. For Poisson–Boltzmann calculations that use this central difference on a uniform grid, this means that, in the linear one-dimensional problem with constant κ, the computed screening length is too long. With h equal to half a Debye length, the relative error in the rate is at most 1/96.

## Separating the growing and decaying modes

Multiplying the grid equation by h² gives the recurrence

u(n+2) = (2 + κ²h²)u(n+1) − u(n).

Let s = arsinh(κh/2), so that kh = 2s and exp(s) − exp(−s) = 2 sinh s = κh. Squaring the last relation,

exp(2s) − 2 + exp(−2s) = κ²h²,

and therefore

exp(kh) + exp(−kh) = 2 + κ²h².

Now take any solution and define w(n) = u(n+1) − exp(−kh)u(n). This combination vanishes on the decaying exponential, so it measures the growing part. The recurrence gives

w(n+1) = (exp(kh) + exp(−kh))u(n+1) − u(n) − exp(−kh)u(n+1)
= exp(kh)u(n+1) − u(n)
= exp(kh)w(n),

and hence w(n) = exp(knh)w(0).

Suppose |u(n)| ≤ C for all n. Since exp(−kh) ≤ 1, we have |w(n)| ≤ 2C. If w(0) were not zero, then

|w(n)| = exp(knh)|w(0)| ≥ (1 + knh)|w(0)|

would exceed 2C for large n. So w(0) = 0, every w(n) is zero, and u(n+1) = exp(−kh)u(n). Iterating gives the stated exponential.

Conversely, let u(n) = u(0) exp(−knh). Then

u(n+2) − (2 + κ²h²)u(n+1) + u(n)
= u(n)[exp(−2kh) − (exp(kh) + exp(−kh)) exp(−kh) + 1] = 0,

and |u(n)| ≤ |u(0)|.

## Comparing k with κ

Since s > 0, we have s < sinh s. Thus kh = 2s < 2 sinh s = κh, which gives k < κ.

For the error bound, consider f(x) = arsinh x − x + x³/6 for x ≥ 0. With t = √(1 + x²),

f′(x) = 1/t − 1 + x²/2 = (t³ − 3t + 2)/(2t) = (t − 1)²(t + 2)/(2t) ≥ 0.

As f(0) = 0, it follows that arsinh x ≥ x − x³/6. At x = κh/2 this reads

k ≥ (2/h)(κh/2 − κ³h³/48) = κ − κ³h²/24.

The rate k lies between this lower bound and κ, and both tend to κ as h → 0.

## A coarse grid, and a solution that grows

Take κ = 1 and h = 3/2 in matching units. Then κh/2 = 3/4 and

arsinh(3/4) = ln(3/4 + 5/4) = ln 2,

so exp(−kh) = 1/4 and k = (4/3) ln 2 ≈ 0.924. The potential falls by a factor of four per step: 1, 1/4, 1/16, and so on. The recurrence has coefficient 2 + 9/4 = 17/4, and indeed 1/16 − (17/4)(1/4) + 1 = 0. The deficit κ − k ≈ 0.076 respects the bound 9/96 ≈ 0.094.

The sequence u(n) = 4ⁿ solves the same equation, since 16 − (17/4)·4 + 1 = 0. The grid equation alone, even for positive sequences, therefore does not select the decaying exponential.

## The grid equation and the screening rate in Lean

```lean
import Mathlib

open Filter Topology

namespace GridDebyeScreening

noncomputable section
```

The potential is a function `u : ℕ → ℝ`, so the grid is a half-line that starts at the electrode and has no far end. The parameters `κ` and `h` are real numbers.

```lean
/-- The Debye–Hückel equation `φ'' = κ² φ` on a grid of spacing `h ≠ 0`, with the second
derivative replaced by the central second difference. -/
def IsGridDebye (κ h : ℝ) (u : ℕ → ℝ) : Prop :=
  ∀ n, (u (n + 2) - 2 * u (n + 1) + u n) / h ^ 2 = κ ^ 2 * u (n + 1)
```

`IsGridDebye κ h u` imposes the difference equation at each point `n + 1`, that is, at every grid point except the electrode. The values `u 0` and `u 1` remain free; boundedness will later tie `u 1` to `u 0`. A single `κ` and a single `h` serve the whole grid, which fixes a uniform electrolyte and uniform spacing.

```lean
/-- The screening rate on the grid, `k = (2/h) arsinh (κ h / 2)`, for spacing `h ≠ 0`. -/
def gridRate (κ h : ℝ) : ℝ := 2 / h * Real.arsinh (κ * h / 2)
```

`gridRate κ h` is the rate k of the derivation. The definitions place no sign conditions on the parameters; each theorem adds those it uses.

## The recurrence and the relation between k and κ

```lean
variable {κ h : ℝ} {u : ℕ → ℝ}

/-- For `h > 0` the grid equation is the three-term recurrence
`u (n+2) = (2 + κ² h²) u (n+1) - u n`. -/
theorem isGridDebye_iff (hh : 0 < h) :
    IsGridDebye κ h u ↔ ∀ n, u (n + 2) = (2 + κ ^ 2 * h ^ 2) * u (n + 1) - u n := by
  have h2 : h ^ 2 ≠ 0 := by positivity
  refine forall_congr' fun n => ?_
  rw [div_eq_iff h2]
  constructor <;> intro e <;> linear_combination e
```

This equivalence is the multiplication by h². After `div_eq_iff` has cleared the denominator, both directions are linear rearrangements.

```lean
/-- For `h > 0`, the product `k h` of the grid rate and the spacing is `2 arsinh (κ h / 2)`. -/
theorem gridRate_mul (hh : 0 < h) :
    gridRate κ h * h = 2 * Real.arsinh (κ * h / 2) := by
  have h0 : h ≠ 0 := hh.ne'
  unfold gridRate
  field_simp
```

The product kh equals 2 arsinh(κh/2). For κ > 0 it is the exponent by which the bounded solution decays over one grid step.

```lean
/-- For `h > 0`, the grid rate `k` and the parameter `κ` satisfy
`exp (k h) + exp (-k h) = 2 + κ² h²`. -/
theorem dispersion (hh : 0 < h) :
    Real.exp (gridRate κ h * h) + Real.exp (-(gridRate κ h * h)) = 2 + κ ^ 2 * h ^ 2 := by
  rw [gridRate_mul hh]
  have hs := Real.sinh_arsinh (κ * h / 2)
  rw [Real.sinh_eq] at hs
  generalize Real.arsinh (κ * h / 2) = s at hs ⊢
  have e1 : Real.exp (2 * s) = Real.exp s * Real.exp s := by
    rw [← Real.exp_add, two_mul]
  have e2 : Real.exp (-(2 * s)) = Real.exp (-s) * Real.exp (-s) := by
    rw [← Real.exp_add]
    congr 1
    ring
  have e3 : Real.exp s * Real.exp (-s) = 1 := by
    rw [← Real.exp_add, add_neg_cancel, Real.exp_zero]
  rw [e1, e2]
  linear_combination 2 * e3 + 2 * (Real.exp s - Real.exp (-s) + κ * h) * hs
```

The name `dispersion` is borrowed from the theory of waves; here k is a real rate, not a wavenumber. The proof writes `s` for the inverse hyperbolic sine and expresses sinh s through exponentials. The final `linear_combination` performs the squaring step, using exp(s)exp(−s) = 1.

## The growing mode isolated

```lean
/-- For `h > 0` and any solution of the grid equation, the combination `u (n+1) - exp (-k h) u n`
equals `exp (k n h)` times its value at `n = 0`. -/
theorem growing_mode (hh : 0 < h) (hu : IsGridDebye κ h u) (n : ℕ) :
    u (n + 1) - Real.exp (-(gridRate κ h * h)) * u n =
      Real.exp (gridRate κ h * (n * h)) * (u 1 - Real.exp (-(gridRate κ h * h)) * u 0) := by
  have hd := dispersion (κ := κ) hh
  have hR : Real.exp (gridRate κ h * h) * Real.exp (-(gridRate κ h * h)) = 1 := by
    rw [← Real.exp_add, add_neg_cancel, Real.exp_zero]
  induction n with
  | zero => simp
  | succ n ih =>
    have h2 : u (n + 1 + 1) = (2 + κ ^ 2 * h ^ 2) * u (n + 1) - u n :=
      (isGridDebye_iff hh).mp hu n
    have hE : Real.exp (gridRate κ h * (((n + 1 : ℕ) : ℝ) * h)) =
        Real.exp (gridRate κ h * (n * h)) * Real.exp (gridRate κ h * h) := by
      rw [← Real.exp_add]
      congr 1
      push_cast
      ring
    rw [hE]
    linear_combination h2 - u (n + 1) * hd + Real.exp (gridRate κ h * h) * ih + u n * hR
```

The left side is w(n), and the last factor on the right is w(0). The theorem holds for every solution, bounded or not. The proof is an induction on `n`: its step combines the recurrence, the relation for exp(kh) + exp(−kh), the induction hypothesis and exp(kh)exp(−kh) = 1, as in the calculation of w(n+1).

```lean
/-- For `κ, h > 0` the grid screening rate is positive and strictly smaller than `κ`. -/
theorem gridRate_pos_and_lt (hκ : 0 < κ) (hh : 0 < h) :
    0 < gridRate κ h ∧ gridRate κ h < κ := by
  have hs : 0 < Real.arsinh (κ * h / 2) := Real.arsinh_pos_iff.mpr (by positivity)
  refine ⟨by unfold gridRate; positivity, ?_⟩
  -- `s < sinh s` at `s = arsinh (κ h / 2)`
  have hlt := Real.self_lt_sinh_iff.mpr hs
  rw [Real.sinh_arsinh] at hlt
  refine lt_of_mul_lt_mul_right ?_ hh.le
  rw [gridRate_mul hh]
  linarith
```

Positivity of k comes from positivity of the inverse hyperbolic sine. The upper bound is s < sinh s, supplied by `Real.self_lt_sinh_iff`, and compared after multiplication by `h`.

## Bounded solutions are the decaying exponentials

The next theorem is the decay law. On its left, `u` solves the grid equation and some constant `C` bounds `|u n|` for all `n`; on its right stands the explicit exponential. The zero sequence is included, with `u 0 = 0`. Boundedness represents the physical requirement that the potential remain finite deep in the electrolyte. On a finite grid with a second wall, both modes are generally present, and the theorem does not apply in this form.

```lean
/-- Debye screening on a grid: for `κ, h > 0`, the bounded solutions of the grid equation are
exactly the exponentials `u n = u 0 exp (-k n h)`. -/
theorem bounded_solution_iff (hκ : 0 < κ) (hh : 0 < h) :
    (IsGridDebye κ h u ∧ ∃ C, ∀ n, |u n| ≤ C) ↔
      ∀ n : ℕ, u n = u 0 * Real.exp (-(gridRate κ h * (n * h))) := by
  have hk := (gridRate_pos_and_lt hκ hh).1
  have hstep (n : ℕ) : Real.exp (-(gridRate κ h * (((n + 1 : ℕ) : ℝ) * h))) =
      Real.exp (-(gridRate κ h * (n * h))) * Real.exp (-(gridRate κ h * h)) := by
    rw [← Real.exp_add]
    congr 1
    push_cast
    ring
  constructor
  · rintro ⟨hu, C, hC⟩
    have hr : Real.exp (-(gridRate κ h * h)) ≤ 1 :=
      Real.exp_le_one_iff.mpr (neg_nonpos.mpr (by positivity))
    -- boundedness removes the growing mode
    have hw : u 1 - Real.exp (-(gridRate κ h * h)) * u 0 = 0 := by
      by_contra hne
      have hpos := abs_pos.mpr hne
      obtain ⟨n, hn⟩ := exists_nat_gt
        (2 * C / (gridRate κ h * h * |u 1 - Real.exp (-(gridRate κ h * h)) * u 0|))
      rw [div_lt_iff₀ (by positivity)] at hn
      have e := congrArg abs (growing_mode hh hu n)
      rw [abs_mul, abs_of_pos (Real.exp_pos _)] at e
      have hb : |Real.exp (-(gridRate κ h * h)) * u n| ≤ C := by
        rw [abs_mul, abs_of_pos (Real.exp_pos _)]
        exact (mul_le_of_le_one_left (abs_nonneg _) hr).trans (hC n)
      have h1 : |u (n + 1) - Real.exp (-(gridRate κ h * h)) * u n| ≤ 2 * C := by
        have a := abs_le.mp (hC (n + 1))
        have b := abs_le.mp hb
        exact abs_le.mpr ⟨by linarith [a.1, b.2], by linarith [a.2, b.1]⟩
      have h3 := mul_le_mul_of_nonneg_right
        (Real.add_one_le_exp (gridRate κ h * (n * h))) hpos.le
      nlinarith
    -- what remains is a geometric decay
    intro n
    induction n with
    | zero => simp
    | succ n ih =>
      have e := growing_mode hh hu n
      rw [hw, mul_zero] at e
      rw [hstep]
      linear_combination e + Real.exp (-(gridRate κ h * h)) * ih
  · intro hu
    refine ⟨(isGridDebye_iff hh).mpr fun n => ?_, |u 0|, fun n => ?_⟩
    · have hd := dispersion (κ := κ) hh
      have hR : Real.exp (gridRate κ h * h) * Real.exp (-(gridRate κ h * h)) = 1 := by
        rw [← Real.exp_add, add_neg_cancel, Real.exp_zero]
      rw [hu (n + 2), hu (n + 1), hu n, hstep (n + 1), hstep n]
      linear_combination u 0 * Real.exp (-(gridRate κ h * (n * h))) *
        (Real.exp (-(gridRate κ h * h)) * hd - hR)
    · rw [hu n, abs_mul, abs_of_pos (Real.exp_pos _)]
      exact mul_le_of_le_one_right (abs_nonneg _)
        (Real.exp_le_one_iff.mpr (neg_nonpos.mpr (by positivity)))
```

The auxiliary statement `hstep` says that one more grid step multiplies the exponential by exp(−kh). In the forward direction, `hw` is the claim w(0) = 0. It is proved by contradiction: `exists_nat_gt` picks an `n` larger than 2C/(kh|w(0)|), `h1` gives |w(n)| ≤ 2C, and `Real.add_one_le_exp` gives the lower bound 1 + knh on the exponential. `nlinarith` finds the conflict between them. An induction then turns u(n+1) = exp(−kh)u(n) into the closed formula.

The reverse direction substitutes the exponential into the recurrence and takes `|u 0|` as the bound.

## Second-order accuracy and the limit of fine grids

```lean
/-- The cubic lower bound `x - x³/6 ≤ arsinh x` for `x ≥ 0`. -/
theorem cubic_le_arsinh {x : ℝ} (hx : 0 ≤ x) : x - x ^ 3 / 6 ≤ Real.arsinh x := by
  have hder (y : ℝ) : HasDerivAt (fun y : ℝ => Real.arsinh y - (y - y ^ 3 / 6))
      ((√(1 + y ^ 2))⁻¹ - (1 - y ^ 2 / 2)) y := by
    refine ((Real.hasDerivAt_arsinh y).fun_sub
      ((hasDerivAt_id' y).fun_sub ((hasDerivAt_pow 3 y).div_const 6))).congr_deriv ?_
    norm_num
    ring
  have hmono : Monotone (fun y : ℝ => Real.arsinh y - (y - y ^ 3 / 6)) := by
    refine monotone_of_deriv_nonneg (fun y => (hder y).differentiableAt) fun y => ?_
    rw [(hder y).deriv, sub_nonneg]
    have hs : 0 < √(1 + y ^ 2) := Real.sqrt_pos.mpr (by positivity)
    have hs2 : √(1 + y ^ 2) ^ 2 = 1 + y ^ 2 := Real.sq_sqrt (by positivity)
    generalize √(1 + y ^ 2) = s at hs hs2 ⊢
    rw [← one_div, le_div_iff₀ hs]
    -- the inequality is `(s - 1)² (s + 2) ≥ 0`
    have e : (1 - y ^ 2 / 2) * s = (3 * s - s ^ 3) / 2 := by
      linear_combination s / 2 * hs2
    have p : 0 ≤ (s - 1) ^ 2 * (s + 2) := by positivity
    rw [e]
    linarith [show (s - 1) ^ 2 * (s + 2) = s ^ 3 - 3 * s + 2 by ring]
  have h0 := hmono hx
  simp only [Real.arsinh_zero] at h0
  linarith
```

Here `hder` computes f′, and `hmono` shows that f is monotone. The square root is renamed `s`, which is the t of the derivation, and the sign of the derivative reduces to (s − 1)²(s + 2) ≥ 0. Comparing f at `x` with f at 0 gives the inequality.

```lean
/-- For `κ, h > 0` the difference `κ - k` between `κ` and the grid screening rate is at most
`κ³ h² / 24`. -/
theorem gridRate_error (hκ : 0 < κ) (hh : 0 < h) :
    κ - gridRate κ h ≤ κ ^ 3 * h ^ 2 / 24 := by
  have hx := cubic_le_arsinh (x := κ * h / 2) (by positivity)
  have key : κ - κ ^ 3 * h ^ 2 / 24 ≤ gridRate κ h := by
    refine le_of_mul_le_mul_right ?_ hh
    rw [gridRate_mul hh]
    linarith [show (κ - κ ^ 3 * h ^ 2 / 24) * h =
      2 * (κ * h / 2 - (κ * h / 2) ^ 3 / 6) by ring]
  linarith
```

Inserting x = κh/2 and multiplying by `h` yields the lower bound on k. Together with `gridRate_pos_and_lt`, it confines the error κ − k to the interval from 0, excluded, to κ³h²/24.

```lean
/-- For `κ > 0` the grid screening rate tends to `κ` as the spacing `h` decreases to zero. -/
theorem gridRate_tendsto (hκ : 0 < κ) :
    Tendsto (fun h => gridRate κ h) (𝓝[>] 0) (𝓝 κ) := by
  have hlow : Tendsto (fun h : ℝ => κ - κ ^ 3 * h ^ 2 / 24) (𝓝 0) (𝓝 κ) := by
    have c : Continuous (fun h : ℝ => κ - κ ^ 3 * h ^ 2 / 24) := by fun_prop
    simpa using c.tendsto 0
  refine tendsto_of_tendsto_of_tendsto_of_le_of_le' (hlow.mono_left nhdsWithin_le_nhds)
    tendsto_const_nhds ?_ ?_
  · filter_upwards [self_mem_nhdsWithin] with h hh
    linarith [gridRate_error hκ hh]
  · filter_upwards [self_mem_nhdsWithin] with h hh
    exact (gridRate_pos_and_lt hκ hh).2.le

end

end GridDebyeScreening
```

The filter `𝓝[>] 0` describes `h` approaching zero through positive values, so the value that Lean assigns to `gridRate κ 0` plays no role. The proof squeezes k between κ − κ³h²/24 and κ.

These theorems start from the discretised linear equation. The step from a real electrolyte to φ″ = κ²φ with constant κ is a physical approximation that their hypotheses do not justify. The usual derivation assumes small potentials, point-like ions treated in the mean field, and a uniform permittivity.

```lean
#print axioms GridDebyeScreening.bounded_solution_iff
#print axioms GridDebyeScreening.gridRate_tendsto
```

```
'GridDebyeScreening.bounded_solution_iff' depends on axioms: [propext, Classical.choice, Quot.sound]
'GridDebyeScreening.gridRate_tendsto' depends on axioms: [propext, Classical.choice, Quot.sound]
```
